# The angular factor in Casimir's quadrupole formula from commutation relations

Let $N_a$ be the components of the nuclear angular momentum and $J_a$ those of the electronic one, with $a=0,1,2$ standing for $x,y,z$. Both are elements of a complex associative algebra, in units of $\hbar$. The imaginary unit is written $\mathrm i$, leaving $i$ for the nuclear quantum number.

In Lean 4 with Mathlib:

```lean
import Mathlib

open Matrix
open scoped Kronecker

namespace CasimirQuadrupole

noncomputable section
```

An angular momentum $L$ is a triple obeying $[L_0,L_1]=\mathrm i L_2$ and its two cyclic companions. Neither Hermiticity nor finite dimension is required.

```lean
/-- The angular momentum commutation relations, in units of ħ, for the three
components of `L`. -/
structure IsAngularMomentum {A : Type*} [Ring A] [Algebra ℂ A] (L : Fin 3 → A) : Prop where
  xy : L 0 * L 1 - L 1 * L 0 = Complex.I • L 2
  yz : L 1 * L 2 - L 2 * L 1 = Complex.I • L 0
  zx : L 2 * L 0 - L 0 * L 2 = Complex.I • L 1
```

The scalar product is $L\cdot M=\sum_a L_aM_a$. In particular $N^2=N\cdot N$ and $J^2=J\cdot J$, and we write $K=N\cdot J$.

```lean
/-- The scalar product of two vector operators. -/
def dot {A : Type*} [Ring A] (L M : Fin 3 → A) : A := ∑ a, L a * M a
```

The quadrupole tensor of $L$ is
$$Q_{ab}(L)=\tfrac32(L_aL_b+L_bL_a)-\delta_{ab}L^2 .$$
Its trace is $3L^2-3L^2=0$.

```lean
/-- The Cartesian quadrupole tensor built from an angular momentum,
`(3/2)(L_a L_b + L_b L_a) - δ_ab L²`. -/
def quadrupole {A : Type*} [Ring A] [Algebra ℂ A] (L : Fin 3 → A) (a b : Fin 3) : A :=
  (3 / 2 : ℂ) • (L a * L b + L b * L a) - if a = b then dot L L else 0
```

For quantum numbers $i$, $j$ and total $f$, Casimir's number is $C=f(f+1)-i(i+1)-j(j+1)$. The code lets all three be arbitrary complex numbers.

```lean
/-- Casimir's number `C = f(f+1) - i(i+1) - j(j+1)`. -/
def casimirC (i j f : ℂ) : ℂ := f * (f + 1) - i * (i + 1) - j * (j + 1)
```

## Two orderings of the electronic factors

Every $N_a$ is assumed to commute with every $J_b$, as operators on different degrees of freedom do. Moving $J_a$ past $N_b$ gives
$$K^2=\sum_{ab}N_aJ_aN_bJ_b=\sum_{ab}N_aN_bJ_aJ_b .$$
The `calc` block makes this exchange term by term.

```lean
section Algebra

variable {A : Type*} [Ring A] [Algebra ℂ A] {N J : Fin 3 → A}

omit [Algebra ℂ A] in
/-- For commuting vector operators, the square of `N·J` is the contraction of
`N_a N_b` with `J_a J_b`. -/
theorem dot_sq (h : ∀ a b, Commute (N a) (J b)) :
    dot N J * dot N J = ∑ a, ∑ b, N a * N b * (J a * J b) := by
  simp only [dot, Finset.sum_mul_sum]
  refine Finset.sum_congr rfl fun a _ => Finset.sum_congr rfl fun b _ => ?_
  calc N a * J a * (N b * J b) = N a * (J a * N b) * J b := by simp only [mul_assoc]
    _ = N a * (N b * J a) * J b := by rw [(h b a).eq]
    _ = N a * N b * (J a * J b) := by simp only [mul_assoc]
```

Reversing the electronic factors changes the sum by
$$\sum_{ab}N_aN_b(J_bJ_a-J_aJ_b)=-\sum_{a<b}[N_a,N_b][J_a,J_b].$$
Each product of commutators is $(\mathrm iN_c)(\mathrm iJ_c)=-N_cJ_c$, where $c$ is the third index; the two signs from reversing a cyclic pair cancel. The change is therefore $+K$, and
$$\sum_{ab}N_aN_bJ_bJ_a=K^2+K .$$
In the proof, `key` is the first identity with the commutators in cyclic order, checked by `noncomm_ring`; the angular momentum relations are then substituted.

```lean
/-- Contracting `N_a N_b` with the reversed product `J_b J_a` gives
`(N·J)² + N·J`. -/
theorem reversed_contraction (hN : IsAngularMomentum N) (hJ : IsAngularMomentum J)
    (h : ∀ a b, Commute (N a) (J b)) :
    ∑ a, ∑ b, N a * N b * (J b * J a) = dot N J * dot N J + dot N J := by
  -- the two orderings differ by products of commutators
  have key : ∑ a, ∑ b, N a * N b * (J b * J a) - ∑ a, ∑ b, N a * N b * (J a * J b)
      = -((N 0 * N 1 - N 1 * N 0) * (J 0 * J 1 - J 1 * J 0)
        + (N 1 * N 2 - N 2 * N 1) * (J 1 * J 2 - J 2 * J 1)
        + (N 2 * N 0 - N 0 * N 2) * (J 2 * J 0 - J 0 * J 2)) := by
    simp only [Fin.sum_univ_three]
    noncomm_ring
  rw [hN.xy, hN.yz, hN.zx, hJ.xy, hJ.yz, hJ.zx, ← dot_sq h] at key
  simp only [smul_mul_assoc, mul_smul_comm, smul_smul, Complex.I_mul_I, neg_smul,
    one_smul] at key
  have hK : dot N J = N 0 * J 0 + N 1 * J 1 + N 2 * J 2 := by
    simp only [dot, Fin.sum_univ_three]
  have hS : -(-(N 2 * J 2) + -(N 0 * J 0) + -(N 1 * J 1)) = dot N J := by
    rw [hK]
    abel
  rw [hS] at key
  rw [sub_eq_iff_eq_add.mp key, add_comm]
```

Expanding the symmetrised products gives each ordering twice, after renaming indices:
$$\tfrac14\sum_{ab}(N_aN_b+N_bN_a)(J_aJ_b+J_bJ_a)=\tfrac14\left[2K^2+2(K^2+K)\right]=K^2+\tfrac12K .$$
The term $K/2$ is the quantum correction to the square of the classical scalar product.

```lean
/-- One quarter of the contraction of the symmetrised products of two commuting
angular momenta equals `K² + K/2`, where `K = N·J`. -/
theorem symmetrised_contraction (hN : IsAngularMomentum N) (hJ : IsAngularMomentum J)
    (h : ∀ a b, Commute (N a) (J b)) :
    (1 / 4 : ℂ) • ∑ a, ∑ b, (N a * N b + N b * N a) * (J a * J b + J b * J a)
      = dot N J * dot N J + (1 / 2 : ℂ) • dot N J := by
  have e : ∑ a, ∑ b, (N a * N b + N b * N a) * (J a * J b + J b * J a)
      = ∑ a, ∑ b, N a * N b * (J a * J b) + ∑ a, ∑ b, N a * N b * (J a * J b)
        + (∑ a, ∑ b, N a * N b * (J b * J a) + ∑ a, ∑ b, N a * N b * (J b * J a)) := by
    simp only [Fin.sum_univ_three, mul_add, add_mul]
    abel
  rw [e, reversed_contraction hN hJ h, ← dot_sq h]
  module
```

## Adding the trace terms

Write $S_{ab}$ and $T_{ab}$ for the symmetrised products of $N$ and $J$. Their traces are $2N^2$ and $2J^2$, so
$$\sum_{ab}Q_{ab}(N)Q_{ab}(J)=\tfrac94\sum_{ab}S_{ab}T_{ab}-3N^2J^2-3N^2J^2+3N^2J^2 .$$
Since $\sum_{ab} S_{ab}T_{ab}=4K^2+2K$, the result is $3\left(3K^2+\tfrac32K-N^2J^2\right)$. In the proof, `split` separates the trace terms, `tr` evaluates the traces, and the last line inserts nine times the preceding theorem.

```lean
/-- The contraction of the nuclear and electronic quadrupole tensors is
`3 (3K² + (3/2)K - N²J²)`, where `K = N·J`. -/
theorem quadrupole_contraction (hN : IsAngularMomentum N) (hJ : IsAngularMomentum J)
    (h : ∀ a b, Commute (N a) (J b)) :
    ∑ a, ∑ b, quadrupole N a b * quadrupole J a b
      = (3 : ℂ) • ((3 : ℂ) • (dot N J * dot N J) + (3 / 2 : ℂ) • dot N J
        - dot N N * dot J J) := by
  -- separate the trace terms for arbitrary tensors `s`, `t`
  have split : ∀ (s t : Fin 3 → Fin 3 → A) (P R : A),
      ∑ a, ∑ b, ((3 / 2 : ℂ) • s a b - if a = b then P else 0)
          * ((3 / 2 : ℂ) • t a b - if a = b then R else 0)
        = (9 / 4 : ℂ) • ∑ a, ∑ b, s a b * t a b - (3 / 2 : ℂ) • ((∑ a, s a a) * R)
          - (3 / 2 : ℂ) • (P * ∑ a, t a a) + (3 : ℂ) • (P * R) := by
    intro s t P R
    simp only [Fin.sum_univ_three, Fin.isValue, Fin.reduceEq, eq_self, if_true, if_false,
      sub_zero]
    simp only [sub_mul, mul_sub, add_mul, mul_add, smul_mul_assoc, mul_smul_comm]
    module
  have tr : ∀ L : Fin 3 → A, ∑ a, (L a * L a + L a * L a) = (2 : ℂ) • dot L L := by
    intro L
    simp only [dot, Fin.sum_univ_three]
    module
  have e := split (fun a b => N a * N b + N b * N a) (fun a b => J a * J b + J b * J a)
    (dot N N) (dot J J)
  beta_reduce at e
  rw [tr N, tr J] at e
  refine e.trans ?_
  simp only [smul_mul_assoc, mul_smul_comm]
  linear_combination (norm := module) (9 : ℂ) • symmetrised_contraction hN hJ h

end Algebra
```

## Values on coupled states

Now let the operators act linearly on a complex vector space, and let $v$ satisfy the eigenvalue equations of $N^2$, $J^2$ and $F^2$, where $F=N+J$, with values $i(i+1)$, $j(j+1)$ and $f(f+1)$. Because $N$ and $J$ commute,
$$F^2=N^2+J^2+2K,\qquad Kv=\tfrac12Cv .$$
Substitution in the contraction gives
$$\sum_{ab}Q_{ab}(N)Q_{ab}(J)\,v=3\left[\tfrac34C(C+1)-i(i+1)j(j+1)\right]v .$$
For $i,j\ge1$ this is, up to a factor independent of $f$, the first-order quadrupole hyperfine energy within levels of fixed $i$ and $j$, with mixing of other levels neglected. That factor contains the nuclear quadrupole moment, defined in the nuclear state $m_i=i$, the $zz$ component of the electric field gradient at the nucleus, averaged over the electronic state $m_j=j$, and a denominator proportional to $i(2i-1)j(2j-1)$; none of these enters the theorem.

The proof establishes `hF` and `hK`, the two displayed relations, before substituting.

```lean
section States

variable {V : Type*} [AddCommGroup V] [Module ℂ V] {N J : Fin 3 → Module.End ℂ V}

/-- If `N²`, `J²` and `(N+J)²` multiply `v` by `i(i+1)`, `j(j+1)` and `f(f+1)`, the quadrupole
contraction multiplies `v` by `3 [(3/4) C (C+1) - i(i+1) j(j+1)]`, where `C` is Casimir's number. -/
theorem casimir_formula (hN : IsAngularMomentum N) (hJ : IsAngularMomentum J)
    (h : ∀ a b, Commute (N a) (J b)) {i j f : ℂ} {v : V}
    (hi : dot N N v = (i * (i + 1)) • v) (hj : dot J J v = (j * (j + 1)) • v)
    (hf : dot (N + J) (N + J) v = (f * (f + 1)) • v) :
    (∑ a, ∑ b, quadrupole N a b * quadrupole J a b) v
      = (3 * (3 / 4 * casimirC i j f * (casimirC i j f + 1)
        - i * (i + 1) * (j * (j + 1)))) • v := by
  have hc : ∀ a b, J b * N a = N a * J b := fun a b => (h a b).eq.symm
  have hF : dot (N + J) (N + J) = dot N N + dot J J + (2 : ℂ) • dot N J := by
    simp only [dot, Fin.sum_univ_three, Pi.add_apply, add_mul, mul_add, hc]
    module
  -- the three eigenvalue equations together give the action of `N·J` on `v`
  have hK : dot N J v = (casimirC i j f / 2) • v := by
    have e := LinearMap.congr_fun hF v
    simp only [LinearMap.add_apply, LinearMap.smul_apply, hi, hj, hf] at e
    unfold casimirC
    linear_combination (norm := module) (-1 / 2 : ℂ) • e
  rw [quadrupole_contraction hN hJ h]
  simp only [LinearMap.smul_apply, LinearMap.sub_apply, LinearMap.add_apply,
    Module.End.mul_apply, hK, hi, hj, map_smul]
  module
```

For $f=i+j$ one has $C=2ij$, and the value factorises:
$$3ij\left(2ij-i-j+\tfrac12\right)=\tfrac32\,ij(2i-1)(2j-1).$$
It vanishes when either spin is $\tfrac12$. For spin-one-half matrices the reason is already visible in the tensor: $L_aL_b+L_bL_a=\tfrac12\delta_{ab}$ and $L^2=\tfrac34$, so $Q_{ab}=0$.

```lean
/-- If `N²`, `J²` and `(N+J)²` multiply `v` by `i(i+1)`, `j(j+1)` and `f(f+1)` with `f = i + j`, the
quadrupole contraction multiplies `v` by `(3/2) i j (2i-1)(2j-1)`. -/
theorem casimir_stretched (hN : IsAngularMomentum N) (hJ : IsAngularMomentum J)
    (h : ∀ a b, Commute (N a) (J b)) {i j : ℂ} {v : V}
    (hi : dot N N v = (i * (i + 1)) • v) (hj : dot J J v = (j * (j + 1)) • v)
    (hf : dot (N + J) (N + J) v = ((i + j) * (i + j + 1)) • v) :
    (∑ a, ∑ b, quadrupole N a b * quadrupole J a b) v
      = (3 / 2 * i * j * (2 * i - 1) * (2 * j - 1)) • v := by
  rw [casimir_formula hN hJ h hi hj hf]
  congr 1
  unfold casimirC
  ring

end States
```

## A spin-one realisation

Spin one is the smallest spin with a nonzero quadrupole tensor. In the Cartesian basis its matrices are $(L_a)_{bc}=-\mathrm i\,\varepsilon_{abc}$.

```lean
/-- The spin-one matrices in the Cartesian basis. -/
def spinOne : Fin 3 → Matrix (Fin 3) (Fin 3) ℂ :=
  ![!![0, 0, 0; 0, 0, -Complex.I; 0, Complex.I, 0],
    !![0, 0, Complex.I; 0, 0, 0; -Complex.I, 0, 0],
    !![0, -Complex.I, 0; Complex.I, 0, 0; 0, 0, 0]]
```

The commutation relations follow by comparing all matrix entries.

```lean
/-- The spin-one matrices satisfy the angular momentum relations. -/
theorem spinOne_isAngularMomentum : IsAngularMomentum spinOne := by
  constructor <;> ext a b <;> fin_cases a <;> fin_cases b <;>
    simp [spinOne]
```

On a tensor product, $L_a\otimes1$ and $1\otimes L_b$ commute, since both products equal $L_a\otimes L_b$. Each triple inherits the spin-one relations, as `left` and `right` verify entry by entry. The algebraic assumptions on $N$ and $J$ are thus met by $9\times9$ matrices.

```lean
/-- Spin-one matrices acting on the two factors of a tensor product are two mutually
commuting angular momenta. -/
theorem commuting_momenta_witness :
    IsAngularMomentum (fun a => spinOne a ⊗ₖ (1 : Matrix (Fin 3) (Fin 3) ℂ)) ∧
    IsAngularMomentum (fun a => (1 : Matrix (Fin 3) (Fin 3) ℂ) ⊗ₖ spinOne a) ∧
    ∀ a b, Commute (spinOne a ⊗ₖ (1 : Matrix (Fin 3) (Fin 3) ℂ))
      ((1 : Matrix (Fin 3) (Fin 3) ℂ) ⊗ₖ spinOne b) := by
  have hs := spinOne_isAngularMomentum
  -- a commutator on one factor carries over to the tensor product
  have left : ∀ X Y Z : Matrix (Fin 3) (Fin 3) ℂ, X * Y - Y * X = Complex.I • Z →
      (X ⊗ₖ (1 : Matrix (Fin 3) (Fin 3) ℂ)) * (Y ⊗ₖ (1 : Matrix (Fin 3) (Fin 3) ℂ))
        - (Y ⊗ₖ (1 : Matrix (Fin 3) (Fin 3) ℂ)) * (X ⊗ₖ (1 : Matrix (Fin 3) (Fin 3) ℂ))
        = Complex.I • (Z ⊗ₖ (1 : Matrix (Fin 3) (Fin 3) ℂ)) := by
    intro X Y Z e
    simp only [← Matrix.mul_kronecker_mul, mul_one]
    ext ⟨a, b⟩ ⟨c, d⟩
    have e' := congrFun (congrFun e a) c
    simp only [Matrix.sub_apply, Matrix.smul_apply, smul_eq_mul] at e'
    simp only [Matrix.sub_apply, Matrix.smul_apply, smul_eq_mul, Matrix.kroneckerMap_apply]
    linear_combination (1 : Matrix (Fin 3) (Fin 3) ℂ) b d * e'
  have right : ∀ X Y Z : Matrix (Fin 3) (Fin 3) ℂ, X * Y - Y * X = Complex.I • Z →
      ((1 : Matrix (Fin 3) (Fin 3) ℂ) ⊗ₖ X) * ((1 : Matrix (Fin 3) (Fin 3) ℂ) ⊗ₖ Y)
        - ((1 : Matrix (Fin 3) (Fin 3) ℂ) ⊗ₖ Y) * ((1 : Matrix (Fin 3) (Fin 3) ℂ) ⊗ₖ X)
        = Complex.I • ((1 : Matrix (Fin 3) (Fin 3) ℂ) ⊗ₖ Z) := by
    intro X Y Z e
    simp only [← Matrix.mul_kronecker_mul, mul_one]
    ext ⟨a, b⟩ ⟨c, d⟩
    have e' := congrFun (congrFun e b) d
    simp only [Matrix.sub_apply, Matrix.smul_apply, smul_eq_mul] at e'
    simp only [Matrix.sub_apply, Matrix.smul_apply, smul_eq_mul, Matrix.kroneckerMap_apply]
    linear_combination (1 : Matrix (Fin 3) (Fin 3) ℂ) a c * e'
  refine ⟨⟨left _ _ _ hs.xy, left _ _ _ hs.yz, left _ _ _ hs.zx⟩,
    ⟨right _ _ _ hs.xy, right _ _ _ hs.yz, right _ _ _ hs.zx⟩, fun a b => ?_⟩
  simp only [Commute, SemiconjBy, ← Matrix.mul_kronecker_mul, one_mul, mul_one]

end

end CasimirQuadrupole
```

```lean
#print axioms CasimirQuadrupole.casimir_formula
#print axioms CasimirQuadrupole.casimir_stretched
```

```
'CasimirQuadrupole.casimir_formula' depends on axioms: [propext, Classical.choice, Quot.sound]
'CasimirQuadrupole.casimir_stretched' depends on axioms: [propext, Classical.choice, Quot.sound]
```
